# At fixed m, cos θ couples a Legendre polar function only to l ± 1

Let the real polynomials $P_l$ be defined by $P_0=1$, $P_1=x$ and $(l+2)P_{l+2}=(2l+3)xP_{l+1}-(l+1)P_l$, and let $D^m$ denote the $m$-th derivative with respect to $x$. Then for all integers $l,m\ge 0$

$$(2l+3)\,x\,D^mP_{l+1}=(l+2-m)\,D^mP_{l+2}+(l+1+m)\,D^mP_l .$$

Replacing $l+1$ by $l$ gives the textbook form for $l\ge1$. With $x=\cos\theta$, and because polar functions of equal $m$ and different $l$ are orthogonal (also proved below), it follows that the polar integral of $\cos\theta$ between levels $l$ and $k$ of equal $m$ vanishes unless $k=l\pm1$. For one electron in a central potential, this is the polar part of the selection rule for electric dipole transitions driven by light polarised along $z$.

## Polynomials and the polar integral

```lean
import Mathlib

open Polynomial

namespace LegendreDipole

noncomputable section
```

Mathlib is Lean's mathematical library. Opening `Polynomial` makes the notation `ℝ[X]` available for polynomials with real coefficients.

```lean
/-- The Legendre polynomials, defined by their three-term recurrence. -/
def legendreP : ℕ → ℝ[X]
  | 0 => 1
  | 1 => X
  | (l + 2) => C (((l : ℝ) + 2)⁻¹) *
      ((2 * (l : ℝ[X]) + 3) * X * legendreP (l + 1) - ((l : ℝ[X]) + 1) * legendreP l)
```

The definition has one line for each starting value and one for the recurrence. `X` is the variable $x$, and `C` turns a real number into a constant polynomial. Division by $l+2$ is written as multiplication by the constant $(l+2)^{-1}$. The expression `(l : ℝ[X])` is the integer $l$ read as a constant polynomial.

```lean
/-- The `m`-th derivative of the Legendre polynomial of degree index `l`: the polynomial part
of the associated Legendre function. -/
def legendreD (m l : ℕ) : ℝ[X] := derivative^[m] (legendreP l)
```

`legendreD m l` is $D^mP_l$. Multiplied by $\sin^m\theta$, it gives the associated Legendre function, up to a sign convention. Here $m$ is a natural number, standing for $|m|$ in a spherical harmonic. For $m>l$ the polynomial is zero, so the theorems remain true there but describe no state.

```lean
/-- The polar integral over `x = cos θ` of two polynomial parts `p` and `q`, each accompanied
by a factor `sin^m θ`. -/
def polarIntegral (m : ℕ) (p q : ℝ[X]) : ℝ :=
  ∫ x in (-1 : ℝ)..1, (1 - x ^ 2) ^ m * p.eval x * q.eval x
```

In ordinary notation this is

$$\langle p,q\rangle_m=\int_{-1}^{1}(1-x^2)^m\,p(x)\,q(x)\,dx .$$

The weight is $\sin^{2m}\theta$, one factor $\sin^m\theta$ from each state, and $dx$ absorbs the $\sin\theta\,d\theta$ of the solid angle. The functions are not normalised, and the radial and azimuthal integrals are left out.

The model could also have used complete spherical harmonics on the sphere, with integer $m$ and the factor $e^{im\varphi}$. The rule $\Delta m=0$ for $\cos\theta$ would then come out of the azimuthal integral, whereas here equal $m$ is built into the definition. The price would be complex functions, an integral over two angles and the bookkeeping of negative $m$.

## From the recurrence to the ladder relations

```lean
lemma legendreD_succ (m l : ℕ) : legendreD (m + 1) l = derivative (legendreD m l) :=
  Function.iterate_succ_apply' _ _ _
```

One more derivative of $D^mP_l$ is $D^{m+1}P_l$. The inductions on $m$ use this to recognise the next case.

```lean
/-- The three-term recurrence of the Legendre polynomials, free of denominators. -/
theorem legendreP_rec (l : ℕ) : ((l : ℝ[X]) + 2) * legendreP (l + 2) =
    (2 * (l : ℝ[X]) + 3) * X * legendreP (l + 1) - ((l : ℝ[X]) + 1) * legendreP l := by
  have h : ((l : ℝ[X]) + 2) * C (((l : ℝ) + 2)⁻¹) = 1 := by
    have h2 : ((l : ℝ[X]) + 2) = C ((l : ℝ) + 2) := by
      simp only [map_add, map_natCast, map_ofNat]
    rw [h2, ← C_mul, mul_inv_cancel₀ (by positivity), C_1]
  rw [legendreP]
  linear_combination ((2 * (l : ℝ[X]) + 3) * X * legendreP (l + 1)
    - ((l : ℝ[X]) + 1) * legendreP l) * h
```

This is the defining recurrence multiplied through by $l+2$. The tactic `linear_combination` does most of the algebra in the file: it is given multiples of known equations and checks that their sum yields the goal by ordinary polynomial arithmetic.

```lean
/-- Two first-order relations connecting neighbouring Legendre polynomials and their
derivatives. -/
theorem legendreP_ladder (l : ℕ) :
    derivative (legendreP (l + 1)) =
      X * derivative (legendreP l) + ((l : ℝ[X]) + 1) * legendreP l ∧
    X * derivative (legendreP (l + 1)) - derivative (legendreP l) =
      ((l : ℝ[X]) + 1) * legendreP (l + 1) := by
  induction l with
  | zero => simp [legendreP]
  | succ l ih =>
    obtain ⟨hA, hB⟩ := ih
    have hr := legendreP_rec l
    have hd := congrArg derivative hr
    simp only [derivative_mul, derivative_sub, derivative_add, derivative_natCast,
      derivative_X, derivative_ofNat, derivative_one] at hd
    have hne : (l : ℝ[X]) + 2 ≠ 0 := by
      have h : ((l + 2 : ℕ) : ℝ[X]) ≠ 0 := Nat.cast_ne_zero.mpr (by omega)
      simpa only [Nat.cast_add, Nat.cast_ofNat] using h
    -- the differentiated recurrence, with the lower derivative eliminated
    have hA' : derivative (legendreP (l + 2)) =
        X * derivative (legendreP (l + 1)) + ((l : ℝ[X]) + 2) * legendreP (l + 1) := by
      apply mul_left_cancel₀ hne
      linear_combination hd + ((l : ℝ[X]) + 1) * hB
    rw [show l + 1 + 1 = l + 2 from rfl, Nat.cast_add, Nat.cast_one]
    constructor
    · linear_combination hA'
    · linear_combination X * hA' + X * hB - hA - hr
```

The theorem states two relations, joined by `∧` ("and"):

$$\text{(A)}\quad P'_{l+1}=xP'_l+(l+1)P_l,\qquad \text{(B)}\quad xP'_{l+1}-P'_l=(l+1)P_{l+1}.$$

Both hold at $l=0$ by inspection. For the induction step, differentiate the recurrence:

$$(l+2)P'_{l+2}=(2l+3)P_{l+1}+(2l+3)xP'_{l+1}-(l+1)P'_l .$$

Relation (B) gives $P'_l=xP'_{l+1}-(l+1)P_{l+1}$. After substitution, the coefficient of $P_{l+1}$ is $2l+3+(l+1)^2=(l+2)^2$ and that of $xP'_{l+1}$ is $l+2$. Dividing by $l+2$ gives (A) at the next level, called `hA'` in the code:

$$P'_{l+2}=xP'_{l+1}+(l+2)P_{l+1}.$$

For (B) at the next level, multiply this by $x$, then use (B) and (A) in turn:

$$\begin{aligned}
xP'_{l+2}&=x^2P'_{l+1}+(l+2)xP_{l+1}\\
&=xP'_l+(2l+3)xP_{l+1}\\
&=P'_{l+1}-(l+1)P_l+(2l+3)xP_{l+1}\\
&=P'_{l+1}+(l+2)P_{l+2}.
\end{aligned}$$

The last line is the recurrence. The final `linear_combination` lists exactly these ingredients.

```lean
/-- The difference of the `(m+1)`-th derivatives two steps apart in `l` is a multiple of the
`m`-th derivative in between. -/
theorem legendreD_difference (m l : ℕ) :
    derivative (legendreD m (l + 2)) - derivative (legendreD m l) =
      (2 * (l : ℝ[X]) + 3) * legendreD m (l + 1) := by
  induction m with
  | zero =>
    have hA := (legendreP_ladder (l + 1)).1
    have hB := (legendreP_ladder l).2
    rw [show l + 1 + 1 = l + 2 from rfl, Nat.cast_add, Nat.cast_one] at hA
    change derivative (legendreP (l + 2)) - derivative (legendreP l) =
      (2 * (l : ℝ[X]) + 3) * legendreP (l + 1)
    linear_combination hA + hB
  | succ m ih =>
    have hd := congrArg derivative ih
    simp only [derivative_mul, derivative_sub, derivative_add, derivative_natCast,
      derivative_ofNat] at hd
    simp only [legendreD_succ]
    linear_combination hd
```

Adding (A) at level $l+1$ to (B) at level $l$ cancels $xP'_{l+1}$ and leaves

$$P'_{l+2}-P'_l=(2l+3)P_{l+1}.$$

Differentiating $m$ times gives the stated result,

$$D^{m+1}P_{l+2}-D^{m+1}P_l=(2l+3)D^mP_{l+1}.$$

Lean takes the derivatives one at a time, by induction on $m$.

## The recurrence at fixed m

```lean
/-- Dipole recurrence at fixed `m`: multiplication by `x = cos θ` connects the level `l + 1`
to the levels `l + 2` and `l` only. -/
theorem dipole_recurrence (m l : ℕ) :
    (2 * (l : ℝ[X]) + 3) * X * legendreD m (l + 1) =
      ((l : ℝ[X]) + 2 - (m : ℝ[X])) * legendreD m (l + 2)
        + ((l : ℝ[X]) + 1 + (m : ℝ[X])) * legendreD m l := by
  induction m with
  | zero =>
    change (2 * (l : ℝ[X]) + 3) * X * legendreP (l + 1) =
      ((l : ℝ[X]) + 2 - ((0 : ℕ) : ℝ[X])) * legendreP (l + 2)
        + ((l : ℝ[X]) + 1 + ((0 : ℕ) : ℝ[X])) * legendreP l
    rw [Nat.cast_zero]
    linear_combination -legendreP_rec l
  | succ m ih =>
    -- differentiate once and remove the extra term with the difference relation
    have hd := congrArg derivative ih
    simp only [derivative_mul, derivative_sub, derivative_add, derivative_natCast,
      derivative_X, derivative_ofNat, derivative_one] at hd
    simp only [legendreD_succ, Nat.cast_add, Nat.cast_one]
    linear_combination hd + legendreD_difference m l
```

At $m=0$ the claim is the defining recurrence, rearranged. Suppose it holds at $m$ and differentiate once:

$$(2l+3)D^mP_{l+1}+(2l+3)xD^{m+1}P_{l+1}=(l+2-m)D^{m+1}P_{l+2}+(l+1+m)D^{m+1}P_l .$$

The product rule has produced the extra first term. By the preceding theorem it equals $D^{m+1}P_{l+2}-D^{m+1}P_l$. Moving it to the right lowers the first coefficient to $l+1-m$ and raises the second to $l+2+m$, which is the claim at $m+1$. In the code, `hd` is the differentiated equation, and `legendreD_difference m l` removes the extra term.

## Orthogonality from the differential equation

```lean
/-- The differential equation obeyed by the `m`-th derivative of a Legendre polynomial. -/
theorem legendreD_ode (m l : ℕ) :
    (1 - X * X) * derivative (derivative (legendreD m l))
      - 2 * ((m : ℝ[X]) + 1) * X * derivative (legendreD m l)
      + ((l : ℝ[X]) * ((l : ℝ[X]) + 1) - (m : ℝ[X]) * ((m : ℝ[X]) + 1)) * legendreD m l = 0 := by
  induction m with
  | zero =>
    cases l with
    | zero => simp [legendreD, legendreP]
    | succ l =>
      obtain ⟨hA, hB⟩ := legendreP_ladder l
      have h : (X * X - 1) * derivative (legendreP (l + 1)) =
          ((l : ℝ[X]) + 1) * (X * legendreP (l + 1) - legendreP l) := by
        linear_combination X * hB - hA
      have hd := congrArg derivative h
      simp only [derivative_mul, derivative_sub, derivative_add, derivative_natCast,
        derivative_X, derivative_one] at hd
      simp only [legendreD, Function.iterate_zero, id_eq, Nat.cast_add, Nat.cast_one,
        Nat.cast_zero]
      linear_combination -hd - ((l : ℝ[X]) + 1) * hB
  | succ m ih =>
    have hd := congrArg derivative ih
    simp only [derivative_mul, derivative_sub, derivative_add, derivative_natCast,
      derivative_X, derivative_ofNat, derivative_one, derivative_zero] at hd
    simp only [legendreD_succ, Nat.cast_add, Nat.cast_one]
    linear_combination hd
```

With $u=D^mP_l$, the statement reads

$$(1-x^2)u''-2(m+1)xu'+[l(l+1)-m(m+1)]u=0 .$$

Take $m=0$ first. The case $P_0=1$ is immediate. For $P_{l+1}$, the combination $x\cdot$(B) $-$ (A) gives

$$(x^2-1)P'_{l+1}=(l+1)(xP_{l+1}-P_l).$$

Differentiating and using (B) on the right,

$$(x^2-1)P''_{l+1}+2xP'_{l+1}=(l+1)(P_{l+1}+xP'_{l+1}-P'_l)=(l+1)(l+2)P_{l+1},$$

which is Legendre's equation at level $l+1$. To pass from $m$ to $m+1$, differentiate the equation for $u$. The coefficient of $xu''$ becomes $-2(m+2)$, and that of $u'$ becomes $l(l+1)-m(m+1)-2(m+1)=l(l+1)-(m+1)(m+2)$, as required.

```lean
/-- At equal `m`, polar functions with different `l` are orthogonal. -/
theorem polar_orthogonal (m : ℕ) {l k : ℕ} (hlk : l ≠ k) :
    polarIntegral m (legendreD m l) (legendreD m k) = 0 := by
  have hu := legendreD_ode m l
  have hv := legendreD_ode m k
  -- the weighted Wronskian, which vanishes at both poles
  obtain ⟨W, hW⟩ : ∃ W : ℝ[X], W = (1 - X * X) ^ (m + 1) *
    (derivative (legendreD m l) * legendreD m k
      - legendreD m l * derivative (legendreD m k)) := ⟨_, rfl⟩
  have hd : derivative W = C ((k : ℝ) * (k + 1) - l * (l + 1)) *
      ((1 - X * X) ^ m * legendreD m l * legendreD m k) := by
    rw [hW]
    simp only [derivative_mul, derivative_pow_succ, derivative_one,
      derivative_X, map_add, map_sub, map_mul, map_natCast, map_one]
    linear_combination (1 - X * X) ^ m * (legendreD m k * hu - legendreD m l * hv)
  have hint := intervalIntegral.integral_eq_sub_of_hasDerivAt (a := -1) (b := 1)
    (fun x _ => W.hasDerivAt x) ((derivative W).continuous.intervalIntegrable _ _)
  have hz : ((k : ℝ) * (k + 1) - l * (l + 1)) *
      polarIntegral m (legendreD m l) (legendreD m k) = 0 := by
    unfold polarIntegral
    rw [← intervalIntegral.integral_const_mul]
    calc _ = ∫ x in (-1 : ℝ)..1, (derivative W).eval x := by
          refine intervalIntegral.integral_congr fun x _ => ?_
          simp only [hd, eval_mul, eval_C, eval_pow, eval_sub, eval_one, eval_X]
          ring
      _ = W.eval 1 - W.eval (-1) := hint
      _ = 0 := by simp [hW]
  refine (mul_eq_zero.mp hz).resolve_left fun h => ?_
  have hf : ((k : ℝ) - l) * (k + l + 1) = 0 := by linear_combination h
  have hpos : (k : ℝ) + l + 1 ≠ 0 := by positivity
  have hkl := sub_eq_zero.mp ((mul_eq_zero.mp hf).resolve_right hpos)
  exact hlk (by exact_mod_cast hkl.symm)
```

The hypothesis `hlk` says $l\neq k$, and the conclusion is $\langle D^mP_l,D^mP_k\rangle_m=0$. Put $u=D^mP_l$, $v=D^mP_k$ and

$$W=(1-x^2)^{m+1}(u'v-uv').$$

Differentiating gives

$$W'=(1-x^2)^m\left[(1-x^2)(u''v-uv'')-2(m+1)x(u'v-uv')\right].$$

Multiply the equation for $u$ by $v$, that for $v$ by $u$, and subtract. The bracket reduces to a multiple of $uv$:

$$W'=[k(k+1)-l(l+1)]\,(1-x^2)^m\,uv .$$

Integrate over $[-1,1]$. The left side gives $W(1)-W(-1)=0$, because $1-x^2$ vanishes at both ends. The prefactor is $(k-l)(k+l+1)$, which is nonzero for $k\ne l$, so the integral must vanish. In Lean, `hd` is the formula for $W'$, `hint` is the fundamental theorem of calculus, and `hz` is the product that must be zero.

## Selection rule and allowed matrix element

```lean
lemma polarIntegral_linear (m : ℕ) (a b : ℝ) (p q r : ℝ[X]) :
    polarIntegral m (C a * p + C b * q) r =
      a * polarIntegral m p r + b * polarIntegral m q r := by
  have hI (c : ℝ) (s : ℝ[X]) : IntervalIntegrable
      (fun x : ℝ => c * ((1 - x ^ 2) ^ m * s.eval x * r.eval x))
      MeasureTheory.volume (-1) 1 := by
    apply Continuous.intervalIntegrable
    have hs := s.continuous
    have hr := r.continuous
    fun_prop
  unfold polarIntegral
  rw [← intervalIntegral.integral_const_mul, ← intervalIntegral.integral_const_mul,
    ← intervalIntegral.integral_add (hI a p) (hI b q)]
  refine intervalIntegral.integral_congr fun x _ => ?_
  simp only [eval_add, eval_mul, eval_C]
  ring
```

The polar integral is linear in its first argument:

$$\langle ap+bq,r\rangle_m=a\langle p,r\rangle_m+b\langle q,r\rangle_m .$$

Lean also requires integrability before an integral may be split, and continuity of polynomials supplies it.

```lean
lemma polarIntegral_dipole (m l : ℕ) (r : ℝ[X]) :
    (2 * (l : ℝ) + 3) * polarIntegral m (X * legendreD m (l + 1)) r =
      ((l : ℝ) + 2 - m) * polarIntegral m (legendreD m (l + 2)) r
        + ((l : ℝ) + 1 + m) * polarIntegral m (legendreD m l) r := by
  have e : C (2 * (l : ℝ) + 3) * (X * legendreD m (l + 1)) + C 0 * 0 =
      C ((l : ℝ) + 2 - m) * legendreD m (l + 2) + C ((l : ℝ) + 1 + m) * legendreD m l := by
    simp only [map_add, map_sub, map_mul, map_natCast, map_ofNat, map_one, map_zero]
    linear_combination dipole_recurrence m l
  have h := congrArg (fun p => polarIntegral m p r) e
  simp only [polarIntegral_linear] at h
  linear_combination h
```

Integrating the fixed-$m$ recurrence against any polynomial $r$ gives

$$(2l+3)\langle xD^mP_{l+1},r\rangle_m=(l+2-m)\langle D^mP_{l+2},r\rangle_m+(l+1+m)\langle D^mP_l,r\rangle_m .$$

```lean
/-- Dipole selection rule: at equal `m`, the polar integral of `cos θ` between levels `l` and
`k` vanishes unless they differ by exactly one. -/
theorem dipole_selection_rule (m l k : ℕ) (hup : k ≠ l + 1) (hdown : l ≠ k + 1) :
    polarIntegral m (X * legendreD m l) (legendreD m k) = 0 := by
  cases l with
  | zero =>
    -- from the lowest level only the upward neighbour appears
    have h : X * legendreD m 0 = C (1 - (m : ℝ)) * legendreD m 1 + C 0 * 0 := by
      rcases m with _ | _ | m <;> simp [legendreD, legendreP, Function.iterate_succ_apply]
    rw [h, polarIntegral_linear, polar_orthogonal m (show 1 ≠ k by omega)]
    ring
  | succ l =>
    have h := polarIntegral_dipole m l (legendreD m k)
    rw [polar_orthogonal m (show l + 2 ≠ k by omega),
      polar_orthogonal m (show l ≠ k by omega), mul_zero, mul_zero, add_zero] at h
    exact (mul_eq_zero.mp h).resolve_left (by positivity)
```

The hypotheses `hup` and `hdown` exclude $k=l+1$ and $l=k+1$. For a starting level $l+1$, set $r=D^mP_k$ in the previous identity. Both integrals on the right vanish by orthogonality, and $2l+3\neq0$ can be divided out. The lowest level has no neighbour below, so it is treated separately through $xD^mP_0=(1-m)D^mP_1$, checked for $m=0$, $m=1$ and $m\ge2$.

The theorem says which integrals vanish; it does not say that the remaining ones are nonzero.

```lean
/-- The polar integral of `cos θ` between the neighbouring levels `l + 1` and `l + 2`,
expressed through the squared norm of the upper one. -/
theorem dipole_allowed (m l : ℕ) :
    polarIntegral m (X * legendreD m (l + 1)) (legendreD m (l + 2)) =
      ((l : ℝ) + 2 - m) / (2 * l + 3) *
        polarIntegral m (legendreD m (l + 2)) (legendreD m (l + 2)) := by
  have h := polarIntegral_dipole m l (legendreD m (l + 2))
  rw [polar_orthogonal m (show l ≠ l + 2 by omega), mul_zero, add_zero] at h
  have hne : 2 * (l : ℝ) + 3 ≠ 0 := by positivity
  rw [div_mul_eq_mul_div, eq_div_iff hne]
  linear_combination h

end

end LegendreDipole
```

Now take $r=D^mP_{l+2}$. Only the upper term survives:

$$\langle xD^mP_{l+1},D^mP_{l+2}\rangle_m=\frac{l+2-m}{2l+3}\,N_{l+2},\qquad N_j=\langle D^mP_j,D^mP_j\rangle_m .$$

The theorem leaves $N_{l+2}$ unevaluated and starts from the pair of levels $1,2$; the pair $0,1$ is not included.

For normalised states with $m\le l+1$, the integral is divided by $\sqrt{N_{l+1}N_{l+2}}$. The identity for `polarIntegral_dipole`, taken one level higher with $r=D^mP_{l+1}$, gives the same integral as $\frac{l+2+m}{2l+5}N_{l+1}$. Multiplying the two expressions and taking the positive root yields the familiar value, a short consequence that the file does not state:

$$\langle l+2,m|\cos\theta|l+1,m\rangle=\sqrt{\frac{(l+2)^2-m^2}{(2l+3)(2l+5)}} .$$

```lean
#print axioms LegendreDipole.polar_orthogonal
#print axioms LegendreDipole.dipole_selection_rule
#print axioms LegendreDipole.dipole_allowed
```

```
'LegendreDipole.polar_orthogonal' depends on axioms: [propext, Classical.choice, Quot.sound]
'LegendreDipole.dipole_selection_rule' depends on axioms: [propext, Classical.choice, Quot.sound]
'LegendreDipole.dipole_allowed' depends on axioms: [propext, Classical.choice, Quot.sound]
```
